# Exchange thresholds for the ground-state spin of an even-electron dot with equidistant levels

In a constant-exchange model, a Coulomb-blockade peak spacing is computed from the ground-state energies at successive electron numbers, and each of these is the lowest energy among the possible spins of the dot. Here the exchange term is \(-J\,S(S+1)\) and the spin \(S\) is an integer, as for an even electron number. The equidistant levels continue without end in both directions, and at spin zero all those below the filling edge are doubly occupied, so the supply of electrons is unlimited too. The spin with the lowest energy is then determined by the ratio of the exchange constant \(J\) to the level spacing. If the ratio is below 1, it falls into one of a sequence of intervals, and the interval gives the spin, with a tie between two spins at a shared endpoint. If the ratio is 1 or more, no spin has the lowest energy.

## Orbital cost against exchange gain

Let the orbital levels have energies \(kd\), with \(k\) an integer and \(d>0\) the level spacing. At spin zero every level with \(k\le 0\) holds two electrons and every level with \(k\ge 1\) is empty.

To reach spin \(S\), a natural number, take one electron from each of the levels \(0,-1,\dots,-(S-1)\) and put these electrons into the levels \(1,2,\dots,S\). This leaves \(2S\) singly occupied levels, whose electrons have parallel spins. In the pairing used here, the electron from level \(-i\) goes to level \(i+1\), for \(i=0,\dots,S-1\).

The interaction enters through the term \(-J\,S(S+1)\). The real constant \(J\) stands for a typical exchange matrix element between two orbitals of the dot, taken to be the same for every pair. A positive \(J\) rewards parallel spins. The charging energy depends only on the electron number, so it is the same for all the spins compared and is left out. Measured from the spin-zero state, the energy is

\[
E(S)=\sum_{i=0}^{S-1}\bigl[(i+1)d-(-i)d\bigr]-J\,S(S+1).
\]

## Which spin has the lowest energy

Call \(S\) a ground-state spin if \(E(S)\le E(T)\) for every natural number \(T\). For \(d>0\) and real \(J\):

- A spin \(S\ge 1\) is a ground-state spin if and only if
\[
\frac{2S-1}{2S}\le \frac Jd\le\frac{2S+1}{2S+2}.
\]
- Spin \(0\) is a ground-state spin if and only if \(J/d\le 1/2\).
- \(S\) and \(S+1\) are both ground-state spins exactly when \(J/d=(2S+1)/(2S+2)\).
- A ground-state spin exists if and only if \(J<d\).
- If \(J\ge d\), the energy falls below every bound as \(S\) varies.

The thresholds are \(1/2,\,3/4,\,5/6,\,7/8,\dots\), and they accumulate at \(1\). The spin therefore grows in unit steps as \(J\) approaches \(d\) from below.

The value \(J=d\) is where the Stoner criterion places the ferromagnetic instability of a bulk system with one level per spacing \(d\) for each spin direction. What is shown here concerns the discrete ladder alone: no bulk limit is taken and no magnetised phase is described. The missing minimum for \(J\ge d\) reflects the endless supply of levels and electrons, whereas the spin of a real dot cannot exceed half its electron number.

## How the Lean definitions encode the dot

`level d k` is the energy \(kd\), with `k` an integer so that levels on both sides of the filling edge are available. `promotionEnergy d S` is the sum over `range S`, that is, over \(i=0,\dots,S-1\), of the level differences above. It is defined from the electron moves, and its value \(dS^2\) is a theorem. `dotEnergy d J S` subtracts the exchange term, so the spin-zero energy is \(0\).

`IsGroundSpin d J S` says that `dotEnergy d J S` is at most `dotEnergy d J T` for every `T : ℕ`. The inequality is not strict, so at a degeneracy both spins qualify. Since spins are natural numbers, the electron number is even; an odd number would need half-integer spins and a different filling at the start.

The hypothesis `hd : 0 < d` says that the levels are ordered upwards with a nonzero spacing. No sign is imposed on `J`. In `isGroundSpin_iff` the hypothesis `hS : 1 ≤ S` keeps the denominator \(2S\) away from zero. At \(S=0\) Lean would read the lower bound as \(-1/0=0\) and wrongly exclude negative \(J\), which is why spin zero has its own theorem.

The model contains no many-electron Hamiltonian. The form of the exchange term is assumed, and each spin is represented by one orbital configuration. For \(d>0\) this is the configuration of lowest orbital energy with that spin, a fact that the code builds in and does not prove. Irregular level spacings, fluctuating exchange elements, spin–orbit coupling and temperature are all absent.

## From single spin flips to the global minimum

**Orbital cost.** Each move costs \((i+1)d+id=(2i+1)d\). The sum of the first \(S\) odd numbers is \(S^2\), so

\[
E(S)=dS^2-J\,S(S+1).
\]

**One step up.** Since \((S+1)^2-S^2=2S+1\) and \((S+1)(S+2)-S(S+1)=2S+2\),

\[
E(S+1)-E(S)=d(2S+1)-J(2S+2).
\]

**Necessary conditions.** Let \(S\ge1\) be a ground-state spin. Comparison with \(S-1\) gives \(d(2S-1)\le 2SJ\), and comparison with \(S+1\) gives \(J(2S+2)\le d(2S+1)\). Dividing by the positive numbers \(2Sd\) and \((2S+2)d\) yields the two bounds on \(J/d\). For \(S=0\) there is only the upper neighbour, and the condition is \(2J\le d\).

**Sufficiency.** Suppose that these inequalities hold. The upper one gives \(J\le d(2S+1)/(2S+2)<d\). For any \(T\),

\[
E(T)-E(S)=(T-S)\bigl[(d-J)(T+S)-J\bigr].
\]

If \(T\ge S+1\), then, because \(d-J>0\), the bracket is at least

\[
(d-J)(2S+1)-J=d(2S+1)-J(2S+2)\ge0.
\]

If \(T\le S-1\), the bracket is at most

\[
(d-J)(2S-1)-J=d(2S-1)-2SJ\le0,
\]

and \(T-S\) is negative. In both cases the product is nonnegative, so \(S\) is a ground-state spin.

**Degeneracy.** If \(S\) and \(S+1\) are both ground-state spins, their energies are equal, and the step formula gives \(J(2S+2)=d(2S+1)\). Conversely, this equation implies \(J<d\). The remaining inequality for \(S\) follows from

\[
d(2S-1)=J(2S+2)-2d\le 2SJ,
\]

and the one for \(S+1\) from

\[
J(2S+4)=d(2S+1)+2J\le d(2S+3).
\]

**Existence.** The step can be written as \((d-J)(2S+2)-d\). For \(J<d\) it is nonnegative once \(S\) is large enough. Take the smallest such \(S\). The upper inequality holds by choice. If \(S\ge1\), the step from \(S-1\) to \(S\) was still negative, which gives the lower inequality. If \(S=0\), there is no lower neighbour to compare with. Conversely, a ground-state spin satisfies the upper inequality and so forces \(J<d\).

**No lower bound.** For \(J\ge d\),

\[
E(S)=-(J-d)S^2-JS\le -dS,
\]

which drops below any given \(B\) when \(S>-B/d\).

## A dot with \(J/d=0.8\)

Measure energies in units of \(d\), so that \(J=0.8\). Since \(3/4\le0.8\le5/6\), the ground-state spin should be \(2\). The energies confirm it:

| \(S\) | \(S^2\) | \(0.8\,S(S+1)\) | \(E(S)\) |
|---|---|---|---|
| 0 | 0 | 0 | 0 |
| 1 | 1 | 1.6 | −0.6 |
| 2 | 4 | 4.8 | −0.8 |
| 3 | 9 | 9.6 | −0.6 |
| 4 | 16 | 16 | 0 |

If \(J\) is lowered to \(0.75\), then \(E(1)=1-1.5=-0.5\) and \(E(2)=4-4.5=-0.5\), the degeneracy expected at the threshold \(3/4\).

## The dot model and its theorems in Lean

```lean
import Mathlib

open Finset

namespace QuantumDotSpin

noncomputable section

/-- Energy of the orbital level number `k` in a dot with uniform level spacing `d`. -/
def level (d : ℝ) (k : ℤ) : ℝ := (k : ℝ) * d

/-- Orbital cost of spin `S` in a dot whose levels `k ≤ 0` are doubly filled at spin zero:
for each `i < S` one electron is moved from level `-i` to level `i + 1`. -/
def promotionEnergy (d : ℝ) (S : ℕ) : ℝ :=
  ∑ i ∈ range S, (level d ((i : ℤ) + 1) - level d (-(i : ℤ)))

/-- Energy of the dot at spin `S`: the orbital cost minus the exchange gain `J S (S + 1)`. -/
def dotEnergy (d J : ℝ) (S : ℕ) : ℝ :=
  promotionEnergy d S - J * ((S : ℝ) * ((S : ℝ) + 1))

/-- `S` is a ground-state spin: no other integer spin has a lower energy. -/
def IsGroundSpin (d J : ℝ) (S : ℕ) : Prop :=
  ∀ T : ℕ, dotEnergy d J S ≤ dotEnergy d J T

/-- Promoting electrons to reach spin `S` costs the orbital energy `d S ^ 2`. -/
theorem promotionEnergy_eq (d : ℝ) (S : ℕ) : promotionEnergy d S = d * (S : ℝ) ^ 2 := by
  unfold promotionEnergy level
  induction S with
  | zero => simp
  | succ n ih =>
    rw [sum_range_succ, ih]
    push_cast
    ring

/-- Raising the spin from `S` to `S + 1` costs `d (2S + 1)` in orbital energy and gains
`J (2S + 2)` in exchange energy. -/
theorem dotEnergy_step (d J : ℝ) (S : ℕ) :
    dotEnergy d J (S + 1) - dotEnergy d J S
      = d * (2 * (S : ℝ) + 1) - J * (2 * (S : ℝ) + 2) := by
  unfold dotEnergy
  rw [promotionEnergy_eq, promotionEnergy_eq]
  push_cast
  ring

/-- For `d > 0`, a spin is a ground-state spin exactly when neither the last spin flip nor the
next one can lower the energy by being undone or made. -/
theorem isGroundSpin_iff_steps {d : ℝ} (hd : 0 < d) (J : ℝ) (S : ℕ) :
    IsGroundSpin d J S ↔
      d * (2 * (S : ℝ) - 1) ≤ J * (2 * (S : ℝ)) ∧
        J * (2 * (S : ℝ) + 2) ≤ d * (2 * (S : ℝ) + 1) := by
  constructor
  · intro h
    constructor
    · cases S with
      | zero =>
        push_cast
        linarith
      | succ k =>
        have h1 := h k
        have h2 := dotEnergy_step d J k
        push_cast
        linarith
    · have h1 := h (S + 1)
      have h2 := dotEnergy_step d J S
      linarith
  · rintro ⟨h1, h2⟩ T
    have hS : (0 : ℝ) ≤ S := Nat.cast_nonneg S
    -- the upper inequality already keeps the exchange below the level spacing
    have hJ : J < d := by
      by_contra hc
      have hc' : 0 ≤ J - d := sub_nonneg.2 (not_lt.1 hc)
      nlinarith [mul_nonneg hc' hS]
    have hJ' : 0 ≤ d - J := by linarith
    unfold dotEnergy
    rw [promotionEnergy_eq, promotionEnergy_eq]
    -- the energy difference is (T - S) ((d - J) (T + S) - J)
    rcases lt_trichotomy T S with h | h | h
    · have h' : (T : ℝ) + 1 ≤ S := by exact_mod_cast h
      have a : 0 ≤ J - (d - J) * ((T : ℝ) + S) := by
        nlinarith [mul_nonneg hJ' (sub_nonneg.2 h')]
      have b : (0 : ℝ) ≤ (S : ℝ) - T := by linarith
      nlinarith [mul_nonneg b a]
    · rw [h]
    · have h' : (S : ℝ) + 1 ≤ T := by exact_mod_cast h
      have a : 0 ≤ (d - J) * ((T : ℝ) + S) - J := by
        nlinarith [mul_nonneg hJ' (sub_nonneg.2 h')]
      have b : (0 : ℝ) ≤ (T : ℝ) - S := by linarith
      nlinarith [mul_nonneg b a]

/-- For level spacing `d > 0`, a spin `S ≥ 1` is a ground-state spin of the dot if and only if
`J / d` lies between `(2S - 1) / (2S)` and `(2S + 1) / (2S + 2)`, ends included. -/
theorem isGroundSpin_iff {d : ℝ} (hd : 0 < d) (J : ℝ) {S : ℕ} (hS : 1 ≤ S) :
    IsGroundSpin d J S ↔
      (2 * (S : ℝ) - 1) / (2 * (S : ℝ)) ≤ J / d ∧
        J / d ≤ (2 * (S : ℝ) + 1) / (2 * (S : ℝ) + 2) := by
  have hS' : (1 : ℝ) ≤ S := by exact_mod_cast hS
  have p1 : (0 : ℝ) < 2 * (S : ℝ) := by linarith
  have p2 : (0 : ℝ) < 2 * (S : ℝ) + 2 := by linarith
  rw [isGroundSpin_iff_steps hd, div_le_div_iff₀ p1 hd, div_le_div_iff₀ hd p2]
  constructor <;> rintro ⟨a, b⟩ <;> constructor <;> linarith

/-- For level spacing `d > 0`, spin zero is a ground-state spin if and only if the exchange is
at most half the level spacing. -/
theorem isGroundSpin_zero_iff {d : ℝ} (hd : 0 < d) (J : ℝ) :
    IsGroundSpin d J 0 ↔ J / d ≤ 1 / 2 := by
  rw [isGroundSpin_iff_steps hd, div_le_div_iff₀ hd two_pos]
  push_cast
  constructor
  · rintro ⟨_, b⟩
    linarith
  · intro b
    constructor <;> linarith

/-- For level spacing `d > 0`, the spins `S` and `S + 1` are both ground-state spins exactly at
`J / d = (2S + 1) / (2S + 2)`. -/
theorem degenerate_iff {d : ℝ} (hd : 0 < d) (J : ℝ) (S : ℕ) :
    IsGroundSpin d J S ∧ IsGroundSpin d J (S + 1) ↔
      J / d = (2 * (S : ℝ) + 1) / (2 * (S : ℝ) + 2) := by
  have hS : (0 : ℝ) ≤ S := Nat.cast_nonneg S
  have p : (2 * (S : ℝ) + 2) ≠ 0 := by positivity
  rw [isGroundSpin_iff_steps hd, isGroundSpin_iff_steps hd, div_eq_div_iff hd.ne' p]
  push_cast
  constructor
  · rintro ⟨⟨_, b⟩, ⟨c, _⟩⟩
    linarith
  · intro h
    have hJ : J ≤ d := by
      by_contra hc
      have hc' : 0 ≤ J - d := sub_nonneg.2 (not_le.1 hc).le
      nlinarith [mul_nonneg hc' hS]
    refine ⟨⟨?_, ?_⟩, ⟨?_, ?_⟩⟩ <;> linarith

/-- For level spacing `d > 0`, the dot has a ground-state spin if and only if the exchange is
smaller than the level spacing. -/
theorem exists_groundSpin_iff {d : ℝ} (hd : 0 < d) (J : ℝ) :
    (∃ S : ℕ, IsGroundSpin d J S) ↔ J < d := by
  classical
  constructor
  · rintro ⟨S, h⟩
    have h2 := ((isGroundSpin_iff_steps hd J S).1 h).2
    have hS : (0 : ℝ) ≤ S := Nat.cast_nonneg S
    by_contra hc
    have hc' : 0 ≤ J - d := sub_nonneg.2 (not_lt.1 hc)
    nlinarith [mul_nonneg hc' hS]
  · intro hJ
    have hpos : 0 < d - J := sub_pos.2 hJ
    -- at large enough spin the next flip no longer pays
    have hex : ∃ S : ℕ, J * (2 * (S : ℝ) + 2) ≤ d * (2 * (S : ℝ) + 1) := by
      obtain ⟨n, hn⟩ := exists_nat_gt (d / (d - J))
      rw [div_lt_iff₀ hpos] at hn
      exact ⟨n, by linarith⟩
    -- the first such spin is a ground-state spin
    refine ⟨Nat.find hex, (isGroundSpin_iff_steps hd J _).2 ⟨?_, Nat.find_spec hex⟩⟩
    rcases h : Nat.find hex with _ | k
    · push_cast
      linarith
    · have hk : ¬ (J * (2 * (k : ℝ) + 2) ≤ d * (2 * (k : ℝ) + 1)) :=
        Nat.find_min hex (by omega)
      have hk' := not_le.1 hk
      push_cast
      linarith

/-- If the exchange is at least the level spacing `d > 0`, the energy of the dot falls below
every bound as the spin is varied. -/
theorem energy_unbounded_below {d J : ℝ} (hd : 0 < d) (hJ : d ≤ J) (B : ℝ) :
    ∃ S : ℕ, dotEnergy d J S < B := by
  obtain ⟨n, hn⟩ := exists_nat_gt (-B / d)
  rw [div_lt_iff₀ hd] at hn
  refine ⟨n, ?_⟩
  have h0 : (0 : ℝ) ≤ n := Nat.cast_nonneg n
  have hJ' : 0 ≤ J - d := sub_nonneg.2 hJ
  unfold dotEnergy
  rw [promotionEnergy_eq]
  nlinarith [mul_nonneg hJ' h0, mul_nonneg hJ' (sq_nonneg (n : ℝ))]

end

end QuantumDotSpin
```

```lean
#print axioms QuantumDotSpin.isGroundSpin_iff
#print axioms QuantumDotSpin.degenerate_iff
#print axioms QuantumDotSpin.exists_groundSpin_iff
#print axioms QuantumDotSpin.energy_unbounded_below
```

```
'QuantumDotSpin.isGroundSpin_iff' depends on axioms: [propext, Classical.choice, Quot.sound]
'QuantumDotSpin.degenerate_iff' depends on axioms: [propext, Classical.choice, Quot.sound]
'QuantumDotSpin.exists_groundSpin_iff' depends on axioms: [propext, Classical.choice, Quot.sound]
'QuantumDotSpin.energy_unbounded_below' depends on axioms: [propext, Classical.choice, Quot.sound]
```

## Neighbour comparisons and sign arguments in the code

`promotionEnergy_eq` sums the odd numbers by induction on `S`. The rewrite with `sum_range_succ` splits off the last electron move, the induction hypothesis replaces the rest by \(dn^2\), and `ring` confirms that adding \((2n+1)d\) gives \(d(n+1)^2\). `dotEnergy_step` inserts this closed form at `S` and `S + 1` and simplifies the difference.

`isGroundSpin_iff_steps` carries the main argument, with the inequalities in a form free of division. For this reason it also includes \(S=0\), where the first inequality reads \(-d\le0\) and holds automatically. In the forward direction, `cases S` separates spin zero from `k + 1`. In the second case `h k` is the comparison with the lower neighbour, and `h (S + 1)` is the comparison with the upper one. Together with the step formula, `linarith` turns them into the two inequalities.

In the backward direction, `hJ` derives \(J<d\) by contradiction: if \(J\ge d\), then \(J(2S+2)\ge d(2S+2)>d(2S+1)\). The call to `lt_trichotomy` then splits into \(T<S\), \(T=S\) and \(T>S\). In the two unequal cases, `a` records the sign of the bracket and `b` the sign of \(T-S\), with both factors reversed when \(T<S\) so that each is nonnegative. The final `nlinarith` uses their product, which is the energy difference.

`isGroundSpin_iff` and `isGroundSpin_zero_iff` translate these inequalities into bounds on \(J/d\). The lemma `div_le_div_iff₀` cross-multiplies the fractions, using the positivity of the denominators. `degenerate_iff` does the same for an equality. Its forward direction combines one inequality from each spin, and its backward direction first obtains \(J\le d\), which is enough for the two remaining inequalities.

In `exists_groundSpin_iff`, the statement `hex` supplies a spin at which the next flip no longer lowers the energy, found by choosing \(n>d/(d-J)\). `Nat.find hex` is the smallest such spin. `Nat.find_spec` gives its upper inequality, and `Nat.find_min`, applied to its predecessor `k`, gives the lower one.

`energy_unbounded_below` picks a natural number \(n>-B/d\). The two products passed to `nlinarith` say that \((J-d)n\) and \((J-d)n^2\) are nonnegative, which yields \(E(n)\le-dn<B\).
